# For antisymmetric contractions, \(2^n n!\) times the fermionic Wick sum is a signed sum over permutations

## From operator products to strings of labels

To evaluate the expectation value of a product of fermionic field operators in a Gaussian state, such as a single Slater determinant or a grand-canonical thermal state of a quadratic Hamiltonian, we represent the product by the ordered string of its field labels, and each contraction by a number \(c(a,b)\) with \(c(b,a)=-c(a,b)\). Wick's theorem for operators says that the expectation value is then a signed sum over complete pairings. That step is an input here: there are no operators or states in the Lean model, which starts from the pairing sum.

The antisymmetry reflects the sign from exchanging two fermionic fields under time ordering. A plain expectation value \(\langle\psi_a\psi_b\rangle\) need not have it, because the anticommutator may be nonzero. For such a product, number the factors \(\psi_0,\dots,\psi_{2n-1}\), set \(A_{ij}=\langle\psi_i\psi_j\rangle\) for \(i<j\), and extend by \(A_{ji}=-A_{ij}\), \(A_{ii}=0\). The Wick sum only reads entries with \(i<j\), so this extension does not alter it.

## The recursion and the permutation sum

For a string \(x=(x_0,\dots,x_{m-1})\), the Wick sum \(W(x)\) is 1 if \(m=0\) and 0 if \(m=1\). For \(m\ge 2\),

\[
W(x)=\sum_{j=0}^{m-2}(-1)^j\,c(x_0,x_{j+1})\,W(x^{(j)}),
\]

where \(x^{(j)}\) is \(x\) with \(x_0\) and \(x_{j+1}\) removed. The partner at position \(j+1\) carries the sign \((-1)^j\), since it passes \(j\) fields. Using its position as the exponent instead would multiply the result for \(2n\) fields by \((-1)^n\).

For a string \(y\) of length \(2n\), let \(P(y)=\prod_{k<n}c(y_{2k},y_{2k+1})\), and let

\[
S(x)=\sum_{\sigma}\operatorname{sgn}(\sigma)\,P(x\circ\sigma),
\]

with \(\sigma\) running over all permutations of the \(2n\) positions. The result is

\[
2^n\,n!\;W(x)=S(x).
\]

For four fields, \(W=c_{01}c_{23}-c_{02}c_{13}+c_{03}c_{12}\), with \(c_{ij}=c(x_i,x_j)\), and each of these three terms occurs eight times among the 24 permutations.

In a field of characteristic zero we may divide by \(2^n n!\), and \(W\) becomes the Pfaffian of the contraction matrix. For non-interacting fermions in a Gaussian state, a correlator of many fields can therefore be computed by a Pfaffian routine based on matrix elimination instead of by enumerating pairings.

## Derivation by fixing the first field

**Symmetries of the summand.** Exchanging the two members of a pair reverses the sign of \(P\), and the transposition is odd. Exchanging two whole pairs leaves \(P\) unchanged, and this permutation is even. Combining the two moves gives, for every position \(p\), a permutation \(\rho\) with \(\rho(0)=p\) and

\[
\operatorname{sgn}(\rho)\,P(y\circ\rho)=P(y)\quad\text{for all }y.
\]

**Field 0 in front.** Take a string of \(2n+2\) fields, and let \(S_p\) be the part of \(S(x)\) with \(\sigma(p)=0\). Every \(\sigma\) belongs to exactly one \(p\), so \(S=\sum_p S_p\). Replacing \(\sigma\) by \(\sigma\rho\) preserves the signed summand and turns the condition \(\sigma(p)=0\) into \((\sigma\rho)(0)=0\). Hence \(S_p=S_0\) and \(S=2(n+1)S_0\).

**Choice of the partner.** In \(S_0\), let \(\sigma(1)=j+1\) with \(0\le j\le 2n\). Bringing this partner forward gives \((-1)^j\), and the remaining \(2n\) fields are permuted freely:

\[
S(x)=2(n+1)\sum_{j=0}^{2n}(-1)^j\,c(x_0,x_{j+1})\,S(x^{(j)}).
\]

**Induction.** For \(n=0\) both sides of the claim are 1. If \(S(x^{(j)})=2^n n!\,W(x^{(j)})\), the last formula gives \(S(x)=2^{n+1}(n+1)!\,W(x)\).

## A vacuum contraction without antisymmetry

The identity fails for arbitrary \(c\). Take the string \(a\,a^\dagger\) for one fermionic mode in its vacuum, and use plain expectation values in both orders: \(c(0,1)=\langle aa^\dagger\rangle=1\) and \(c(1,0)=\langle a^\dagger a\rangle=0\). Then \(2W=2\), but \(S=c(0,1)-c(1,0)=1\). The extension \(A_{10}=-A_{01}=-1\) restores the equality.

## The statement in Lean

In `wick_eq_pairingSum`, `ι` is the type of field labels, `R` is any commutative ring, and `x : Fin (2 * n) → ι` is the string, in which labels may repeat. The hypothesis `hc` is antisymmetry; a zero diagonal is not required. The functions `wick` and `pairingSum` are \(W\) and \(S\); the numerical argument of `wick` counts fields, while that of `pairingSum` counts pairs. The names `p₀ k` and `p₁ k` denote the positions \(2k\) and \(2k+1\), not momenta, and `ε σ` is the sign of `σ` as an element of `R`.

The theorem concerns finite strings of even length. In characteristic 2 with \(n\ge1\), the prefactor vanishes and the identity does not determine \(W\). The final theorem, `wick_eq_pfaffian`, takes `x = id` over a field of characteristic zero and writes the Pfaffian out as its permutation formula.

```lean
import Mathlib

open Equiv

namespace FermionicWickPfaffian

variable {ι R : Type*} [CommRing R] {n : ℕ} {c : ι → ι → R}

local notation "ε " σ:arg => ((Perm.sign σ : ℤ) : R)

/-- The signed Wick sum of a string of `m` fields: the first field is contracted with each
later one, with alternating sign, and the remaining string is treated in the same way. -/
def wick (c : ι → ι → R) : (m : ℕ) → (Fin m → ι) → R
  | 0, _ => 1
  | 1, _ => 0
  | m + 2, x => ∑ j : Fin (m + 1), (-1) ^ (j : ℕ) * c (x 0) (x j.succ) *
      wick c m (fun a => x (j.succAbove a).succ)

/-- The first position, `2k`, of the `k`-th pair. -/
def p₀ (k : Fin n) : Fin (2 * n) := ⟨2 * (k : ℕ), by have := k.isLt; omega⟩

/-- The second position, `2k+1`, of the `k`-th pair. -/
def p₁ (k : Fin n) : Fin (2 * n) := ⟨2 * (k : ℕ) + 1, by have := k.isLt; omega⟩

/-- The product of the contractions of neighbours `(0,1), (2,3), …` in a string of `2n` fields. -/
def pairProd (c : ι → ι → R) (n : ℕ) (y : Fin (2 * n) → ι) : R :=
  ∏ k : Fin n, c (y (p₀ k)) (y (p₁ k))

/-- The signed sum of the neighbour products over all reorderings of the string. -/
def pairingSum (c : ι → ι → R) (n : ℕ) (x : Fin (2 * n) → ι) : R :=
  ∑ σ : Perm (Fin (2 * n)), ε σ * pairProd c n (x ∘ σ)

/-- Different pairs occupy different positions, and no first position is a second one. -/
theorem positions_distinct (n : ℕ) : Function.Injective (p₀ (n := n)) ∧
    Function.Injective (p₁ (n := n)) ∧ ∀ k l : Fin n, p₀ k ≠ p₁ l := by
  refine ⟨fun k l h => Fin.ext ?_, fun k l h => Fin.ext ?_, fun k l h => ?_⟩ <;>
    simp only [p₀, p₁, Fin.mk.injEq] at h <;> omega

/-- For an antisymmetric contraction, exchanging the two fields of one pair reverses the sign
of the pair product. -/
theorem pairProd_flip (hc : ∀ a b, c b a = -c a b) (y : Fin (2 * n) → ι) (k : Fin n) :
    pairProd c n (y ∘ swap (p₀ k) (p₁ k)) = -pairProd c n y := by
  obtain ⟨hf, hs, hfs⟩ := positions_distinct n
  have h : ∀ l : Fin n, c ((y ∘ swap (p₀ k) (p₁ k)) (p₀ l)) ((y ∘ swap (p₀ k) (p₁ k)) (p₁ l)) =
      (if l = k then -1 else 1) * c (y (p₀ l)) (y (p₁ l)) := by
    intro l
    by_cases h : l = k
    · subst h
      simp [hc (y (p₀ l)) (y (p₁ l))]
    · rw [Function.comp_apply, Function.comp_apply, swap_apply_of_ne_of_ne (hf.ne h) (hfs l k),
        swap_apply_of_ne_of_ne (hfs k l).symm (hs.ne h), if_neg h, one_mul]
  unfold pairProd
  rw [Finset.prod_congr rfl (fun l _ => h l), Finset.prod_mul_distrib]
  simp

/-- Exchanging two whole pairs leaves the pair product unchanged. -/
theorem pairProd_exchange (c : ι → ι → R) (y : Fin (2 * n) → ι) (k l : Fin n) :
    pairProd c n (y ∘ (swap (p₀ k) (p₀ l) * swap (p₁ k) (p₁ l) : Perm (Fin (2 * n)))) =
      pairProd c n y := by
  obtain ⟨hf, hs, hfs⟩ := positions_distinct n
  refine Eq.trans ?_ (Equiv.prod_comp (swap k l) (fun i => c (y (p₀ i)) (y (p₁ i))))
  refine Finset.prod_congr rfl fun i _ => ?_
  rw [Function.comp_apply, Function.comp_apply, Perm.mul_apply, Perm.mul_apply,
    swap_apply_of_ne_of_ne (hfs i k) (hfs i l), hf.swap_apply, hs.swap_apply,
    swap_apply_of_ne_of_ne (hfs k _).symm (hfs l _).symm]

/-- For an antisymmetric contraction, the first position of a pair can be carried to any
position by a permutation that leaves the signed pair product of every string unchanged. -/
theorem exists_symmetry (hc : ∀ a b, c b a = -c a b) (a : Fin n) (p : Fin (2 * n)) :
    ∃ ρ : Perm (Fin (2 * n)), ρ (p₀ a) = p ∧
      ∀ y, ε ρ * pairProd c n (y ∘ ρ) = pairProd c n y := by
  obtain ⟨hf, hs, hfs⟩ := positions_distinct n
  -- first move to the beginning of another pair
  have h1 : ∀ k : Fin n, ∃ ρ : Perm (Fin (2 * n)), ρ (p₀ a) = p₀ k ∧
      ∀ y, ε ρ * pairProd c n (y ∘ ρ) = pairProd c n y := by
    intro k
    by_cases h : a = k
    · subst h
      exact ⟨1, rfl, fun y => by simp⟩
    · refine ⟨swap (p₀ a) (p₀ k) * swap (p₁ a) (p₁ k), ?_, fun y => ?_⟩
      · rw [Perm.mul_apply, swap_apply_of_ne_of_ne (hfs a a) (hfs a k), swap_apply_left]
      · rw [pairProd_exchange, Perm.sign_mul, Perm.sign_swap (hf.ne h), Perm.sign_swap (hs.ne h)]
        simp
  obtain ⟨k, hk⟩ : ∃ k : Fin n, p = p₀ k ∨ p = p₁ k := by
    refine ⟨⟨(p : ℕ) / 2, by have := p.isLt; omega⟩, ?_⟩
    simp only [p₀, p₁, Fin.ext_iff]
    omega
  obtain ⟨ρ, hρ, hP⟩ := h1 k
  rcases hk with hk | hk
  · exact ⟨ρ, hρ.trans hk.symm, hP⟩
  -- then, if necessary, flip inside that pair
  · refine ⟨swap (p₀ k) (p₁ k) * ρ, by rw [Perm.mul_apply, hρ, swap_apply_left, hk], fun y => ?_⟩
    have e := hP (y ∘ swap (p₀ k) (p₁ k))
    rw [pairProd_flip hc, Function.comp_assoc] at e
    rw [Perm.sign_mul, Perm.sign_swap (hfs k k), Perm.coe_mul]
    push_cast
    linear_combination -e

/-- For an antisymmetric contraction, the signed sum over all orderings is `2n` times its part
with a chosen field `q` at the first position of a chosen pair. -/
theorem pairingSum_fix (hc : ∀ a b, c b a = -c a b) (x : Fin (2 * n) → ι) (a : Fin n)
    (q : Fin (2 * n)) : pairingSum c n x = (2 * (n : R)) * ∑ σ : Perm (Fin (2 * n)),
      ε σ * (if σ (p₀ a) = q then pairProd c n (x ∘ σ) else 0) := by
  let G : Fin (2 * n) → Perm (Fin (2 * n)) → R := fun p σ =>
    ε σ * (if σ p = q then pairProd c n (x ∘ σ) else 0)
  change pairingSum c n x = (2 * (n : R)) * ∑ σ, G (p₀ a) σ
  have h : ∀ p, ∑ σ, G p σ = ∑ σ, G (p₀ a) σ := by
    intro p
    obtain ⟨ρ, hρ, hP⟩ := exists_symmetry hc a p
    refine Eq.trans ?_ (Equiv.sum_comp (Equiv.mulRight ρ) (G (p₀ a)))
    refine Finset.sum_congr rfl fun σ _ => ?_
    have e := hP (x ∘ σ)
    rw [Function.comp_assoc] at e
    simp only [G, Equiv.coe_mulRight, Perm.mul_apply, hρ, Perm.sign_mul, Perm.coe_mul]
    split_ifs
    · rw [← e]
      push_cast
      ring
    · simp
  -- the field `q` sits at exactly one position `p`
  have h' : ∀ σ : Perm (Fin (2 * n)), ε σ * pairProd c n (x ∘ σ) = ∑ p, G p σ := by
    intro σ
    simp only [G]
    rw [← Finset.mul_sum, Equiv.sum_comp σ (fun r => if r = q then pairProd c n (x ∘ σ) else 0)]
    simp
  unfold pairingSum
  rw [Finset.sum_congr rfl (fun σ _ => h' σ), Finset.sum_comm,
    Finset.sum_congr rfl (fun p _ => h p), Finset.sum_const, Finset.card_univ,
    Fintype.card_fin, nsmul_eq_mul, Nat.cast_mul, Nat.cast_ofNat]

/-- A signed sum over permutations splits according to the image `j` of the first position,
with sign `(-1)^j`. -/
theorem sum_perm_succ {m : ℕ} (H : (Fin (m + 1) → Fin (m + 1)) → R) :
    ∑ σ : Perm (Fin (m + 1)), ε σ * H σ = ∑ j : Fin (m + 1), (-1) ^ (j : ℕ) *
      ∑ τ : Perm (Fin m), ε τ * H (Matrix.vecCons j (fun a => j.succAbove (τ a))) := by
  obtain ⟨D, hz, hs, hsg⟩ : ∃ D : Fin (m + 1) → Perm (Fin m) → Perm (Fin (m + 1)),
      (∀ i e, D i e 0 = i) ∧ (∀ i e a, D i e (Fin.succ a) = i.succAbove (e a)) ∧
      ∀ i e, Perm.sign (D i e) = (-1) ^ (i : ℕ) * Perm.sign e :=
    ⟨fun i e => i.cycleRange.symm * Perm.decomposeFin.symm (0, e),
      fun i e => by simp [Perm.mul_apply], fun i e a => by simp [Perm.mul_apply],
      fun i e => by simp [Perm.sign_mul, Perm.decomposeFin.symm_sign, Fin.sign_cycleRange]⟩
  have hb : Function.Bijective (fun q : Fin (m + 1) × Perm (Fin m) => D q.1 q.2) := by
    refine (Fintype.bijective_iff_injective_and_card _).2
      ⟨?_, Fintype.card_congr Perm.decomposeFin.symm⟩
    rintro ⟨i, e⟩ ⟨j, f⟩ h
    have h : D i e = D j f := h
    have hij : i = j := by rw [← hz i e, h, hz]
    subst hij
    have hef : e = f := Equiv.ext fun a =>
      Fin.succAbove_right_injective (p := i) (by rw [← hs, h, hs])
    rw [hef]
  refine (hb.sum_comp (fun σ : Perm (Fin (m + 1)) => ε σ * H σ)).symm.trans ?_
  rw [Fintype.sum_prod_type]
  refine Finset.sum_congr rfl fun j _ => ?_
  rw [Finset.mul_sum]
  refine Finset.sum_congr rfl fun τ _ => ?_
  have hD : (D j τ : Fin (m + 1) → Fin (m + 1)) =
      Matrix.vecCons j (fun a => j.succAbove (τ a)) :=
    funext fun a => Fin.cases (hz j τ) (fun b => hs j τ b) a
  simp only [hsg, hD]
  push_cast
  ring

/-- For an antisymmetric contraction, the signed sum over orderings obeys the Wick recursion
with the additional factor `2(n+1)`. -/
theorem pairingSum_succ (hc : ∀ a b, c b a = -c a b) (x : Fin (2 * n + 2) → ι) :
    pairingSum c (n + 1) x = (2 * ((n + 1 : ℕ) : R)) * ∑ j : Fin (2 * n + 1),
      (-1) ^ (j : ℕ) * (c (x 0) (x j.succ) *
        pairingSum c n (fun a => x (j.succAbove a).succ)) := by
  have hp : ∀ y : Fin (2 * n + 2) → ι, pairProd c (n + 1) y =
      c (y 0) (y (Fin.succ 0)) * pairProd c n (fun a => y a.succ.succ) := by
    intro y
    unfold pairProd
    rw [Fin.prod_univ_succ]
    rfl
  -- keep field 0 in front
  have h1 : ∑ σ : Perm (Fin (2 * n + 2)), ε σ *
      (if σ 0 = 0 then pairProd c (n + 1) (x ∘ σ) else 0) = ∑ τ : Perm (Fin (2 * n + 1)),
        ε τ * pairProd c (n + 1) (x ∘ Matrix.vecCons 0 (fun a => (τ a).succ)) := by
    refine (sum_perm_succ (fun y : Fin (2 * n + 2) → Fin (2 * n + 2) =>
      if y 0 = 0 then pairProd c (n + 1) (x ∘ y) else 0)).trans ?_
    rw [Finset.sum_eq_single 0]
    · simp
    · intro j _ hj
      simp [hj]
    · simp
  refine (pairingSum_fix hc (n := n + 1) x 0 (0 : Fin (2 * n + 2))).trans ?_
  refine congrArg (fun t => (2 * ((n + 1 : ℕ) : R)) * t) (h1.trans ?_)
  -- choose its partner
  refine (sum_perm_succ (fun y : Fin (2 * n + 1) → Fin (2 * n + 1) =>
    pairProd c (n + 1) (x ∘ Matrix.vecCons 0 (fun a => (y a).succ)))).trans ?_
  refine Finset.sum_congr rfl fun j _ => ?_
  congr 1
  unfold pairingSum
  rw [Finset.mul_sum]
  refine Finset.sum_congr rfl fun τ _ => ?_
  rw [hp]
  exact mul_left_comm _ _ _

/-- For an antisymmetric contraction, `2^n n!` times the Wick sum of a string of `2n` fields is
the signed sum over all permutations of the products of neighbour contractions. -/
theorem wick_eq_pairingSum (hc : ∀ a b, c b a = -c a b) (n : ℕ) (x : Fin (2 * n) → ι) :
    (2 ^ n * (n.factorial : R)) * wick c (2 * n) x = pairingSum c n x := by
  induction n with
  | zero =>
    have : IsEmpty (Fin (2 * 0)) := inferInstanceAs (IsEmpty (Fin 0))
    have hw : wick c (2 * 0) x = 1 := rfl
    unfold pairingSum
    rw [hw, Fintype.sum_subsingleton _ (1 : Perm (Fin (2 * 0)))]
    simp [pairProd]
  | succ n ih =>
    have hw : ∀ y : Fin (2 * n + 2) → ι, wick c (2 * (n + 1)) y =
        ∑ j : Fin (2 * n + 1), (-1) ^ (j : ℕ) * c (y 0) (y j.succ) *
          wick c (2 * n) (fun a => y (j.succAbove a).succ) := fun y => rfl
    rw [hw x, pairingSum_succ hc x, Finset.mul_sum, Finset.mul_sum]
    refine Finset.sum_congr rfl fun j _ => ?_
    rw [← ih, Nat.factorial_succ]
    push_cast
    ring

/-- Over a field of characteristic zero, the Wick sum of the fields `0, 1, …, 2n-1` with
antisymmetric contraction `A` is given by the permutation formula for the Pfaffian of `A`. -/
theorem wick_eq_pfaffian {K : Type*} [Field K] [CharZero K]
    {A : Fin (2 * n) → Fin (2 * n) → K} (hA : ∀ i j, A j i = -A i j) :
    wick A (2 * n) id = (∑ σ : Perm (Fin (2 * n)), ((Perm.sign σ : ℤ) : K) *
      ∏ k : Fin n, A (σ (p₀ k)) (σ (p₁ k))) / (2 ^ n * (n.factorial : K)) := by
  have h : (2 ^ n * (n.factorial : K)) ≠ 0 :=
    mul_ne_zero (pow_ne_zero _ two_ne_zero) (Nat.cast_ne_zero.2 n.factorial_ne_zero)
  rw [eq_div_iff h, mul_comm]
  exact wick_eq_pairingSum hA n id

end FermionicWickPfaffian
```

```lean
#print axioms FermionicWickPfaffian.wick_eq_pairingSum
-- 'FermionicWickPfaffian.wick_eq_pairingSum' depends on axioms: [propext, Classical.choice, Quot.sound]
#print axioms FermionicWickPfaffian.wick_eq_pfaffian
-- 'FermionicWickPfaffian.wick_eq_pfaffian' depends on axioms: [propext, Classical.choice, Quot.sound]
```

## The lemmas behind the induction

`positions_distinct` supplies the index arithmetic. `pairProd_flip` extracts a factor \(-1\) from the one affected pair, and `pairProd_exchange` reindexes the product over pairs. `exists_symmetry` combines them into \(\rho\): it first moves to the right pair, then flips inside it if \(p\) is a second position.

`pairingSum_fix` gives the factor \(2n\). Its function `G` is the summand restricted to one position of the chosen field, and `Equiv.sum_comp` with `Equiv.mulRight ρ` is the substitution \(\sigma\to\sigma\rho\).

`sum_perm_succ` splits a signed sum by the image of position 0. It builds a permutation `D i e` from that image `i` and a permutation `e` of the rest, then shows by injectivity and counting that each permutation arises once. `pairingSum_succ` uses this lemma twice: first to keep field 0 in front, where only one term survives, and then to choose its partner. In the code, `fun a => x (j.succAbove a).succ` is \(x^{(j)}\).

The induction in `wick_eq_pairingSum` compares the two recursions term by term, with `ring` collecting the factors. `wick_eq_pfaffian` then divides by the nonzero prefactor through `eq_div_iff`.
